# Large-shift limit of the linear-method step: a(A − λ(a)S + aB)⁻¹g → B⁻¹g for bounded λ(a) and invertible B

Let n be a finite set labelling the variational parameters. A, S and B are real n × n matrices, g is a real vector, a is the shift and λ(a) is an energy that may depend on it. In the linear method of variational Monte Carlo, A is the Hamiltonian and S the overlap matrix in the space of wave-function derivatives, while B fixes the form of the stabilisation. The matrices and g do not depend on a, and they are treated as exact, without sampling noise. The theorems do not require them to be symmetric.

```lean
import Mathlib

open Matrix Filter Topology

namespace LinearMethodShift

noncomputable section

variable {n : Type*} [Fintype n] [DecidableEq n]
```

The stabilised matrix is

M(a) = A − λ(a)S + aB.

In Lean, energy and shift are separate arguments, `lam` and `a`; the dependence of one on the other enters when `lam` becomes a function.

```lean
/-- The stabilised linear-method matrix `A - λ S + a B`, with energy `λ` and shift `a`. -/
def shiftedMatrix (A S B : Matrix n n ℝ) (lam a : ℝ) : Matrix n n ℝ :=
  A - lam • S + a • B
```

The step is M(a)⁻¹g. Here g is the force, the negative energy gradient up to a positive factor. `*ᵥ` is the matrix-vector product.

```lean
/-- The parameter change `(A - λ S + a B)⁻¹ g` produced by the force `g`. -/
def shiftedStep (A S B : Matrix n n ℝ) (g : n → ℝ) (lam a : ℝ) : n → ℝ :=
  (shiftedMatrix A S B lam a)⁻¹ *ᵥ g
```

The step comes from an eigenproblem. Take a normalised current state with energy E₀, derivative states orthogonal to it, and a trial vector (1, p), where p is the parameter change. The two block rows are

E₀ + g·p = λ,
g + (A + aB)p = λSp.

In these equations g is the coupling between the current state and its derivatives, which is half the energy gradient. It therefore has the opposite sign to the force, and the second row gives p = −M(a)⁻¹g. The same g appears in both rows, as for a symmetric Hamiltonian matrix. The predicate does not select the lowest eigenvalue.

```lean
/-- The two block rows of the linear-method eigenproblem for the vector `(1, p)`: `E₀` is the
current energy, `g` couples the current state to its derivatives, and `a B` is the shift. -/
def IsLinearMethodSolution (E₀ : ℝ) (g : n → ℝ) (A S B : Matrix n n ℝ)
    (a lam : ℝ) (p : n → ℝ) : Prop :=
  E₀ + g ⬝ᵥ p = lam ∧ g + (A + a • B) *ᵥ p = lam • (S *ᵥ p)
```

## Inverting a convergent matrix

A scalar factor passes through a matrix-vector product: (cM)v = c(Mv).

```lean
omit [DecidableEq n] in
/-- Scaling a matrix scales its action on a vector. -/
lemma smul_mv (c : ℝ) (M : Matrix n n ℝ) (v : n → ℝ) : (c • M) *ᵥ v = c • (M *ᵥ v) := by
  ext i
  simp [Matrix.mulVec, dotProduct, Finset.mul_sum, mul_assoc]
```

The inverse is the adjugate divided by the determinant,

M⁻¹ = adj(M) / det M.

Both are polynomial in the matrix entries, hence continuous. If M(a) → L with det L ≠ 0, the quotient converges to L⁻¹. The proof takes the two limits `hd` and `ha` and combines them.

```lean
/-- If `M a` tends to an invertible matrix `L` as `a → ∞`, then `(M a)⁻¹` tends to `L⁻¹`. -/
lemma tendsto_matrix_inv {M : ℝ → Matrix n n ℝ} {L : Matrix n n ℝ} (hL : L.det ≠ 0)
    (hM : Tendsto M atTop (𝓝 L)) : Tendsto (fun a => (M a)⁻¹) atTop (𝓝 L⁻¹) := by
  have c1 : Continuous (fun X : Matrix n n ℝ => X.det) := continuous_id.matrix_det
  have c2 : Continuous (fun X : Matrix n n ℝ => X.adjugate) := continuous_id.matrix_adjugate
  have hd : Tendsto (fun a => (M a).det) atTop (𝓝 L.det) := (c1.tendsto L).comp hM
  have ha : Tendsto (fun a => (M a).adjugate) atTop (𝓝 L.adjugate) := (c2.tendsto L).comp hM
  simp only [Matrix.inv_def, Ring.inverse_eq_inv']
  exact (hd.inv₀ hL).smul ha
```

## Dividing by the shift

Suppose λ(a)/a → c. For a > 0,

a⁻¹M(a) = a⁻¹A − (λ(a)/a)S + B → B − cS.

`Tendsto … atTop` expresses the limit a → ∞. The proof establishes the limit of the right-hand expression, then identifies it with the left one entry by entry for positive a.

```lean
omit [Fintype n] [DecidableEq n] in
/-- If `λ(a)/a` tends to `c`, the stabilised matrix divided by the shift tends to `B - c S`. -/
theorem scaled_matrix_tendsto (A S B : Matrix n n ℝ) {lam : ℝ → ℝ} {c : ℝ}
    (h : Tendsto (fun a => lam a / a) atTop (𝓝 c)) :
    Tendsto (fun a => a⁻¹ • shiftedMatrix A S B (lam a) a) atTop (𝓝 (B - c • S)) := by
  have h0 : Tendsto (fun a : ℝ => a⁻¹) atTop (𝓝 0) := tendsto_inv_atTop_zero
  have h1 : Tendsto (fun a : ℝ => a⁻¹ • A - (lam a / a) • S + B) atTop
      (𝓝 ((0 : ℝ) • A - c • S + B)) :=
    ((h0.smul_const A).sub (h.smul_const S)).add tendsto_const_nhds
  have e : (0 : ℝ) • A - c • S + B = B - c • S := by module
  rw [e] at h1
  refine h1.congr' ?_
  filter_upwards [eventually_gt_atTop (0 : ℝ)] with a ha
  have hi : a⁻¹ * a = 1 := inv_mul_cancel₀ ha.ne'
  ext i j
  simp only [shiftedMatrix, Matrix.add_apply, Matrix.sub_apply, Matrix.smul_apply, smul_eq_mul]
  rw [div_eq_mul_inv]
  linear_combination (-(B i j)) * hi
```

Now let B − cS be invertible. The determinant of a⁻¹M(a) tends to a nonzero number, so it is nonzero for all large a. If det M(a) vanished, so would det(a⁻¹M(a)); hence M(a) is invertible for large a. For such positive a,

(a⁻¹M(a))⁻¹ = aM(a)⁻¹,

and therefore

aM(a)⁻¹g = (a⁻¹M(a))⁻¹g → (B − cS)⁻¹g.

The quantifier `∀ᶠ a in atTop` means "for all sufficiently large a". The first conclusion matters because Lean also assigns a value to the inverse of a singular matrix; here the inverse is a true one for large a.

```lean
/-- If `λ(a)/a` tends to `c` and `B - c S` is invertible, the stabilised matrix is invertible
for large shift and the step times the shift tends to `(B - c S)⁻¹ g`. -/
theorem step_tendsto_of_ratio (A S B : Matrix n n ℝ) (g : n → ℝ) {lam : ℝ → ℝ} {c : ℝ}
    (h : Tendsto (fun a => lam a / a) atTop (𝓝 c)) (hB : (B - c • S).det ≠ 0) :
    (∀ᶠ a in atTop, IsUnit (shiftedMatrix A S B (lam a) a).det) ∧
    Tendsto (fun a => a • shiftedStep A S B g (lam a) a) atTop (𝓝 ((B - c • S)⁻¹ *ᵥ g)) := by
  have hs := scaled_matrix_tendsto A S B h
  have c1 : Continuous (fun X : Matrix n n ℝ => X.det) := continuous_id.matrix_det
  -- the determinant of the rescaled matrix stays away from zero
  have hu : ∀ᶠ a in atTop, IsUnit (shiftedMatrix A S B (lam a) a).det := by
    have hd := (c1.tendsto (B - c • S)).comp hs
    filter_upwards [hd.eventually_ne hB] with a ha
    refine isUnit_iff_ne_zero.mpr fun h0 => ha ?_
    simp [Function.comp, h0]
  refine ⟨hu, ?_⟩
  have c2 : Continuous (fun X : Matrix n n ℝ => X *ᵥ g) :=
    continuous_id.matrix_mulVec continuous_const
  refine ((c2.tendsto _).comp (tendsto_matrix_inv hB hs)).congr' ?_
  filter_upwards [hu, eventually_gt_atTop (0 : ℝ)] with a hua ha
  -- the shift is absorbed into the inverse
  have e : (a⁻¹ • shiftedMatrix A S B (lam a) a)⁻¹
      = a • (shiftedMatrix A S B (lam a) a)⁻¹ := by
    apply Matrix.inv_eq_right_inv
    rw [Matrix.smul_mul, Matrix.mul_smul, smul_smul, inv_mul_cancel₀ ha.ne', one_smul,
      Matrix.mul_nonsing_inv _ hua]
  simp only [Function.comp, e, smul_mv, shiftedStep]
```

## Bounded energy

If |λ(a)| ≤ C for all large a, then

|λ(a)/a| ≤ C/a → 0,

so c = 0 and, for invertible B, the limit is B⁻¹g. The bound says that the energy stays on a finite scale while the shift grows. It is assumed here. For symmetric A and positive definite S and B, a variational argument that is not formalised below supplies it for the lowest eigenvalue, which lies between its value at a = 0 and E₀.

```lean
/-- For an energy `λ(a)` that stays bounded and an invertible `B`, the stabilised matrix is
invertible for large shift and `a (A - λ(a) S + a B)⁻¹ g` tends to `B⁻¹ g`. -/
theorem large_shift_limit (A S B : Matrix n n ℝ) (g : n → ℝ) {lam : ℝ → ℝ} {C : ℝ}
    (hlam : ∀ᶠ a in atTop, |lam a| ≤ C) (hB : B.det ≠ 0) :
    (∀ᶠ a in atTop, IsUnit (shiftedMatrix A S B (lam a) a).det) ∧
    Tendsto (fun a => a • shiftedStep A S B g (lam a) a) atTop (𝓝 (B⁻¹ *ᵥ g)) := by
  have hC : Tendsto (fun a : ℝ => C / a) atTop (𝓝 0) :=
    tendsto_const_nhds.div_atTop tendsto_id
  have h : Tendsto (fun a => lam a / a) atTop (𝓝 0) := by
    refine squeeze_zero_norm' ?_ hC
    filter_upwards [hlam, eventually_gt_atTop (0 : ℝ)] with a h1 ha
    rw [Real.norm_eq_abs, abs_div, abs_of_pos ha]
    gcongr
  have e : B - (0 : ℝ) • S = B := by module
  have := step_tendsto_of_ratio A S B g h (by rwa [e])
  rwa [e] at this
```

With B = 1 the limit is g itself, the steepest-descent direction when g is a nonzero force.

```lean
/-- For an energy that stays bounded and the identity as shift matrix, the step times the shift
tends to `g`. -/
theorem steepest_descent_limit (A S : Matrix n n ℝ) (g : n → ℝ) {lam : ℝ → ℝ} {C : ℝ}
    (hlam : ∀ᶠ a in atTop, |lam a| ≤ C) :
    Tendsto (fun a => a • shiftedStep A S 1 g (lam a) a) atTop (𝓝 g) := by
  simpa using (large_shift_limit A S 1 g hlam (by simp)).2
```

With B = S it is S⁻¹g, the stochastic-reconfiguration direction when g is the force and S the overlap matrix of derivative states orthogonal to the normalised current state. Of S, the theorem assumes only that it is invertible.

```lean
/-- For an energy that stays bounded and an invertible `S` that is also the shift matrix, the step
times the shift tends to `S⁻¹ g`. -/
theorem stochastic_reconfiguration_limit (A S : Matrix n n ℝ) (g : n → ℝ) {lam : ℝ → ℝ} {C : ℝ}
    (hlam : ∀ᶠ a in atTop, |lam a| ≤ C) (hS : S.det ≠ 0) :
    Tendsto (fun a => a • shiftedStep A S S g (lam a) a) atTop (𝓝 (S⁻¹ *ᵥ g)) :=
  (large_shift_limit A S S g hlam hS).2
```

For wave-function optimisation with fixed, noise-free matrices and bounded energy, a strongly shifted linear-method step is thus, to leading order, 1/a times the force g for B = 1 (steepest descent) and 1/a times S⁻¹g for B = S with S invertible (stochastic reconfiguration).

## Overlap with the force

Let λ(a) stay bounded, let x·Bx > 0 for every x ≠ 0, and let g ≠ 0. Then B is invertible, since Bv = 0 with v ≠ 0 would give v·Bv = 0. Put y = B⁻¹g, which is nonzero because By = g. Then

g·B⁻¹g = y·By > 0.

Since a(g·M(a)⁻¹g) converges to this positive number, it is positive for large a, and dividing by a > 0 gives g·M(a)⁻¹g > 0. With g the force, the step points downhill to first order. `hpos` is the inequality for the limit, and the last lines carry it over to finite shifts.

```lean
/-- If the energy stays bounded, `B` has a positive quadratic form and `g ≠ 0`, the step has
positive overlap with the force for every sufficiently large shift. -/
theorem eventually_along_force (A S B : Matrix n n ℝ) {g : n → ℝ} {lam : ℝ → ℝ} {C : ℝ}
    (hlam : ∀ᶠ a in atTop, |lam a| ≤ C) (hB : ∀ x : n → ℝ, x ≠ 0 → 0 < x ⬝ᵥ (B *ᵥ x))
    (hg : g ≠ 0) : ∀ᶠ a in atTop, 0 < g ⬝ᵥ shiftedStep A S B g (lam a) a := by
  have hdet : B.det ≠ 0 := by
    intro h0
    obtain ⟨v, hv, hv0⟩ := Matrix.exists_mulVec_eq_zero_iff.mpr h0
    have := hB v hv
    simp [hv0] at this
  have hy : B *ᵥ (B⁻¹ *ᵥ g) = g := by
    rw [Matrix.mulVec_mulVec, Matrix.mul_nonsing_inv _ (isUnit_iff_ne_zero.mpr hdet),
      Matrix.one_mulVec]
  have hy0 : B⁻¹ *ᵥ g ≠ 0 := fun h0 => hg (by rw [← hy, h0, Matrix.mulVec_zero])
  -- the limiting direction has positive overlap with the force
  have hpos : 0 < g ⬝ᵥ (B⁻¹ *ᵥ g) := by
    have := hB _ hy0
    rwa [hy, dotProduct_comm] at this
  have c : Continuous (fun v : n → ℝ => g ⬝ᵥ v) := by
    simp only [dotProduct]
    fun_prop
  have ht := (c.tendsto _).comp (large_shift_limit A S B g hlam hdet).2
  filter_upwards [ht.eventually_const_lt hpos, eventually_gt_atTop (0 : ℝ)] with a h1 ha
  simp only [Function.comp, dotProduct_smul, smul_eq_mul] at h1
  exact (mul_pos_iff_of_pos_left ha).mp h1
```

## Solutions of the eigenproblem

Let B be invertible. For a family of solutions (λ(a), p(a)) with bounded energy, the second block row reads

M(a)p(a) = −g.

The large-shift limit with right-hand side −g gives

a p(a) → −B⁻¹g.

The first block row then gives

a(λ(a) − E₀) = g·(a p(a)) → −g·B⁻¹g.

In the proof, `hM` is the linear system, and continuity of the dot product yields the second limit. The energy change in the theorem is λ(a) − E₀, and the eigenvalue λ(a) contains a contribution from the shift. It is not the change in the energy expectation value of the wave function, which is 2g·p to first order in p and therefore tends to −2g·B⁻¹g when multiplied by a; that limit is not formalised here.

```lean
/-- For invertible `B`, along linear-method solutions of bounded energy, `a p(a)` tends to `-B⁻¹ g`
and the energy change times the shift tends to `-g · B⁻¹ g`. -/
theorem eigenproblem_limit {E₀ C : ℝ} {g : n → ℝ} {A S B : Matrix n n ℝ} {lam : ℝ → ℝ}
    {p : ℝ → n → ℝ} (hsol : ∀ᶠ a in atTop, IsLinearMethodSolution E₀ g A S B a (lam a) (p a))
    (hlam : ∀ᶠ a in atTop, |lam a| ≤ C) (hB : B.det ≠ 0) :
    Tendsto (fun a => a • p a) atTop (𝓝 (-(B⁻¹ *ᵥ g))) ∧
    Tendsto (fun a => a * (lam a - E₀)) atTop (𝓝 (-(g ⬝ᵥ (B⁻¹ *ᵥ g)))) := by
  obtain ⟨hu, ht⟩ := large_shift_limit A S B (-g) hlam hB
  rw [Matrix.mulVec_neg] at ht
  have hp : Tendsto (fun a => a • p a) atTop (𝓝 (-(B⁻¹ *ᵥ g))) := by
    refine ht.congr' ?_
    filter_upwards [hu, hsol] with a hua hs
    -- the second block row is the linear system with right-hand side `-g`
    have hM : shiftedMatrix A S B (lam a) a *ᵥ p a = -g := by
      have e : shiftedMatrix A S B (lam a) a = (A + a • B) - lam a • S := by
        unfold shiftedMatrix
        abel
      rw [e, Matrix.sub_mulVec, smul_mv, ← hs.2]
      abel
    rw [shiftedStep, ← hM, Matrix.mulVec_mulVec, Matrix.nonsing_inv_mul _ hua,
      Matrix.one_mulVec]
  refine ⟨hp, ?_⟩
  have c : Continuous (fun v : n → ℝ => g ⬝ᵥ v) := by
    simp only [dotProduct]
    fun_prop
  have h2 := (c.tendsto _).comp hp
  rw [dotProduct_neg] at h2
  refine h2.congr' ?_
  filter_upwards [hsol] with a hs
  simp only [Function.comp, dotProduct_smul, smul_eq_mul]
  rw [← hs.1]
  ring
```

## An explicit one-parameter solution

Take one parameter with E₀ = 0, g = 1, A = 0 and S = B = 1. The first row gives λ = p, and the second becomes

1 + aλ = λ².

Its lower root is

λ(a) = (a − √(a² + 4)) / 2.

```lean
/-- The function `(a - √(a² + 4)) / 2` of the shift `a`. -/
def lowerRoot (a : ℝ) : ℝ := (a - Real.sqrt (a ^ 2 + 4)) / 2
```

For a ≥ 0 we have a ≤ √(a² + 4) ≤ a + 2, hence −1 ≤ λ(a) ≤ 0. This family satisfies every assumption of the eigenproblem limit, with C = 1. The other root, (a + √(a² + 4))/2, grows like a and violates the bound.

In the proof, `key` is the quadratic equation, obtained from the square of the root; the two bounds on the square root then give |λ(a)| ≤ 1. `Fin 1` is the index set with one element.

```lean
/-- For `a ≥ 0` and one parameter with `E₀ = 0`, `g = 1`, `A = 0` and `S = B = 1`, `lowerRoot a`
serves as energy and as parameter change of a linear-method solution, and is at most 1 in size. -/
theorem eigenproblem_witness (a : ℝ) (ha : 0 ≤ a) :
    IsLinearMethodSolution (n := Fin 1) 0 (fun _ => 1) 0 1 1 a (lowerRoot a)
      (fun _ => lowerRoot a) ∧ |lowerRoot a| ≤ 1 := by
  have hs : Real.sqrt (a ^ 2 + 4) * Real.sqrt (a ^ 2 + 4) = a ^ 2 + 4 :=
    Real.mul_self_sqrt (by positivity)
  have hs0 : 0 ≤ Real.sqrt (a ^ 2 + 4) := Real.sqrt_nonneg _
  have key : 1 + a * lowerRoot a = lowerRoot a * lowerRoot a := by
    unfold lowerRoot
    linear_combination (-1 / 4 : ℝ) * hs
  refine ⟨⟨by simp [dotProduct], ?_⟩, ?_⟩
  · simp only [zero_add, smul_mv, Matrix.one_mulVec]
    funext i
    exact key
  · have h1 : Real.sqrt (a ^ 2 + 4) ≤ a + 2 := by nlinarith
    have h2 : a ≤ Real.sqrt (a ^ 2 + 4) := by nlinarith
    unfold lowerRoot
    rw [abs_le]
    constructor <;> linarith

end

end LinearMethodShift
```

```lean
#print axioms LinearMethodShift.large_shift_limit
#print axioms LinearMethodShift.steepest_descent_limit
#print axioms LinearMethodShift.eventually_along_force
#print axioms LinearMethodShift.eigenproblem_limit
```

```
'LinearMethodShift.large_shift_limit' depends on axioms: [propext, Classical.choice, Quot.sound]
'LinearMethodShift.steepest_descent_limit' depends on axioms: [propext, Classical.choice, Quot.sound]
'LinearMethodShift.eventually_along_force' depends on axioms: [propext, Classical.choice, Quot.sound]
'LinearMethodShift.eigenproblem_limit' depends on axioms: [propext, Classical.choice, Quot.sound]
```
